# A distance cutoff can make the Coulomb repulsion of three sites indefinite

Coulomb's law $1/r$ gives no value at $r=0$, so the repulsion of a site with itself has to be supplied separately. Here it is a free real parameter $d$, standing for the self-repulsion of a charge cloud of finite width. Different sites repel exactly as $1/r$, as if their charges were points. The sites lie at positions 0, 1 and 2, in units where the spacing and the Coulomb constant are 1.

A sharp cutoff $R$ with $1\le R<2$ deletes only the end-to-end repulsion $1/2$. The full matrix is positive definite iff $d>(\sqrt{33}-1)/4\approx1.186$, and the truncated one iff $d>\sqrt2\approx1.414$. Between these values, truncation alone gives some charge distributions negative self-repulsion. The thresholds belong to this simplified model: equal spherical clouds of unit charge that do not overlap at this spacing have radius at most $1/2$ and hence $d\ge2$. For $d$ between the thresholds such clouds would overlap, and $1/r$ between neighbours would be only an approximation.

In density fitting with Gaussian basis sets, a Coulomb matrix is often Cholesky-factorised, which relies on positive definiteness; this three-site model shows that deleting distant matrix elements can destroy that property.

## Thresholds from completing squares

Let the on-site, neighbour and end-to-end repulsions be $d$, $v$ and $w$. Charges $q=(q_0,q_1,q_2)$ have self-repulsion

$$Q=d(q_0^2+q_1^2+q_2^2)+2vq_1(q_0+q_2)+2wq_0q_2,$$

which is twice the electrostatic energy. Three trial distributions give necessary conditions for $Q>0$ at all $q\neq0$:

- $(1,0,0)$ gives $Q=d$, so $d>0$.
- $(1,0,-1)$ gives $Q=2(d-w)$, so $w<d$.
- $(d,-2v,d)$ gives $Q=2d\,[d(d+w)-2v^2]$, so $2v^2<d(d+w)$.

They are also sufficient. With $s=q_0+q_2$ and $t=q_0-q_2$,

$$2dQ=2(dq_1+vs)^2+[d(d+w)-2v^2]s^2+d(d-w)t^2.$$

If $Q\le0$, every square vanishes. Then $s=t=0$, hence $q_0=q_2=0$, and $dq_1=0$ gives $q_1=0$.

For the full matrix, $v=1$ and $w=1/2$. The last condition becomes $2<d^2+d/2$, or $33<(4d+1)^2$, which for $d>0$ means $d>(\sqrt{33}-1)/4$. This threshold exceeds 1, so $w<d$ follows. For the truncated matrix, $w=0$ and the condition is $d^2>2$ with $d>0$.

The charges $(1,-\sqrt2,1)$ have truncated self-repulsion $4d-4\sqrt2$, negative for $d<\sqrt2$. The window between the thresholds is non-empty because $(4\sqrt2+1)^2=33+8\sqrt2>33$.

## Matrices built from distances

In Lean 4 with Mathlib:

```lean
import Mathlib

open Matrix

namespace SharpCoulombTruncation

noncomputable section
```

The indices 0, 1, 2 of `Fin 3` serve as the site positions.

```lean
/-- The distance between two of the three sites, which lie at positions 0, 1 and 2 on a line. -/
def separation (i j : Fin 3) : ℝ := |((i : ℕ) : ℝ) - ((j : ℕ) : ℝ)|
```

The diagonal is set to `d`; every other entry comes from the distance.

```lean
/-- The repulsion matrix of the three sites: `d` on each site, and the Coulomb value `1 / r`
between different sites at distance `r`. -/
def siteRepulsion (d : ℝ) : Matrix (Fin 3) (Fin 3) ℝ :=
  fun i j => if i = j then d else 1 / separation i j
```

The cutoff acts on whole matrix elements, not on the kernel inside an integral over charge clouds.

```lean
/-- The sharply truncated repulsion matrix: entries between sites further apart than the
cutoff `R` are deleted. -/
def truncatedRepulsion (d R : ℝ) : Matrix (Fin 3) (Fin 3) ℝ :=
  fun i j => if separation i j ≤ R then siteRepulsion d i j else 0

/-- The self-repulsion `q · M q` of the site charges `q` under the repulsion matrix `M`. -/
def selfRepulsion (M : Matrix (Fin 3) (Fin 3) ℝ) (q : Fin 3 → ℝ) : ℝ := q ⬝ᵥ M *ᵥ q
```

The family used in the derivation is written as an explicit matrix.

```lean
/-- A symmetric three-site chain with on-site repulsion `d`, neighbour repulsion `v` and
end-to-end repulsion `w`. -/
def chain (d v w : ℝ) : Matrix (Fin 3) (Fin 3) ℝ := !![d, v, w; v, d, v; w, v, d]
```

The next two theorems identify the physical matrices with members of this family by checking all nine entries. The bounds on `R` decide which entries survive.

```lean
/-- The full Coulomb matrix is the chain with neighbour repulsion 1 and end-to-end
repulsion 1/2. -/
theorem siteRepulsion_eq_chain (d : ℝ) : siteRepulsion d = chain d 1 (1 / 2) := by
  ext i j
  fin_cases i <;> fin_cases j <;> norm_num [siteRepulsion, separation, chain]

/-- A cutoff of at least one spacing and less than two deletes exactly the end-to-end
repulsion. -/
theorem truncatedRepulsion_eq_chain (d : ℝ) {R : ℝ} (h1 : 1 ≤ R) (h2 : R < 2) :
    truncatedRepulsion d R = chain d 1 0 := by
  have h0 : 0 ≤ R := by linarith
  have h3 : ¬ (2 : ℝ) ≤ R := not_le.2 h2
  ext i j
  fin_cases i <;> fin_cases j <;>
    norm_num [truncatedRepulsion, siteRepulsion, separation, chain, h0, h1, h2, h3]
```

Expanding the matrix product gives the formula for $Q$.

```lean
/-- The self-repulsion of a chain, written out in the three site charges. -/
theorem selfRepulsion_chain (d v w : ℝ) (q : Fin 3 → ℝ) :
    selfRepulsion (chain d v w) q =
      d * (q 0 ^ 2 + q 1 ^ 2 + q 2 ^ 2) + 2 * v * q 1 * (q 0 + q 2) + 2 * w * q 0 * q 2 := by
  simp [selfRepulsion, chain, Matrix.mulVec, dotProduct, Fin.sum_univ_three]
  ring
```

## Positivity of a symmetric chain

Mathlib's `PosDef` is stated for matrices that may be complex. The lemma `Matrix.posDef_iff_dotProduct_mulVec` turns it into two requirements: the matrix is Hermitian, and `star x ⬝ᵥ M *ᵥ x` is positive for every nonzero `x`. Over the reals the conjugation does nothing, and `star_trivial` removes it, leaving exactly `selfRepulsion`.

In the forward direction, `H` evaluates $Q$ on the three trial distributions. In the reverse direction, `by_contra` assumes $Q\le0$, `hsum` states that the completed-square form of $2dQ$ is then at most 0, and `key` makes each square vanish.

```lean
/-- A three-site chain is positive definite exactly when `d` is positive, `d` exceeds the
end-to-end repulsion `w`, and `d (d + w)` exceeds twice the squared neighbour repulsion. -/
theorem chain_posDef_iff (d v w : ℝ) :
    (chain d v w).PosDef ↔ 0 < d ∧ w < d ∧ 2 * v ^ 2 < d * (d + w) := by
  rw [Matrix.posDef_iff_dotProduct_mulVec]
  constructor
  · rintro ⟨_, h⟩
    have H : ∀ a b c : ℝ, a ≠ 0 →
        0 < d * (a ^ 2 + b ^ 2 + c ^ 2) + 2 * v * b * (a + c) + 2 * w * a * c := by
      intro a b c ha
      have hq : ![a, b, c] ≠ 0 := fun e => ha (congrFun e 0)
      have h' : 0 < selfRepulsion (chain d v w) ![a, b, c] := by
        simpa only [selfRepulsion, star_trivial] using @h ![a, b, c] hq
      rw [selfRepulsion_chain] at h'
      exact h'
    -- one end charge, opposite end charges, and a symmetric trial distribution
    have hd : 0 < d := by linarith [H 1 0 0 one_ne_zero]
    have hw : w < d := by linarith [H 1 0 (-1) one_ne_zero]
    have hs : 0 < (2 * d) * (d * (d + w) - 2 * v ^ 2) := by
      have h3 := H d (-2 * v) d hd.ne'
      linarith
    have hp := (mul_pos_iff_of_pos_left (by linarith : 0 < 2 * d)).1 hs
    exact ⟨hd, hw, by linarith⟩
  · rintro ⟨hd, hw, hv⟩
    refine ⟨Matrix.IsHermitian.ext fun i j => ?_, ?_⟩
    · fin_cases i <;> fin_cases j <;> simp [chain]
    · intro q hq
      have goal' : 0 < selfRepulsion (chain d v w) q := by
        rw [selfRepulsion_chain]
        by_contra hneg
        have key : ∀ k x : ℝ, 0 < k → k * x ^ 2 ≤ 0 → x = 0 := by
          intro k x hk h
          by_contra hx
          exact absurd (mul_pos hk ((sq_nonneg x).lt_of_ne' (pow_ne_zero 2 hx)))
            (not_lt_of_ge h)
        have hP : 0 < d * (d + w) - 2 * v ^ 2 := by linarith
        have hN : 0 < d * (d - w) := mul_pos hd (by linarith)
        -- complete the squares in the sum and the difference of the end charges
        have hsum : 2 * (d * q 1 + v * (q 0 + q 2)) ^ 2
            + (d * (d + w) - 2 * v ^ 2) * (q 0 + q 2) ^ 2
            + d * (d - w) * (q 0 - q 2) ^ 2 ≤ 0 := by
          have := mul_nonpos_of_nonneg_of_nonpos (by linarith : 0 ≤ 2 * d) (not_lt.1 hneg)
          linarith
        have n1 := sq_nonneg (d * q 1 + v * (q 0 + q 2))
        have n2 := mul_nonneg hP.le (sq_nonneg (q 0 + q 2))
        have n3 := mul_nonneg hN.le (sq_nonneg (q 0 - q 2))
        have e1 := key 2 _ two_pos (by linarith : 2 * (d * q 1 + v * (q 0 + q 2)) ^ 2 ≤ 0)
        have e2 := key _ (q 0 + q 2) hP (by linarith)
        have e3 := key _ (q 0 - q 2) hN (by linarith)
        rw [e2, mul_zero, add_zero] at e1
        have hb : q 1 = 0 := (mul_eq_zero.1 e1).resolve_left hd.ne'
        have ha : q 0 = 0 := by linarith
        have hc : q 2 = 0 := by linarith
        apply hq
        ext i
        fin_cases i
        exacts [ha, hb, hc]
      simpa only [selfRepulsion, star_trivial] using goal'
```

## Two thresholds and the window between them

`Real.sqrt_lt'` converts between $\sqrt x<y$ and $x<y^2$ for positive $y$. The bound `h5` supplies $\sqrt{33}>5$, hence $d>1$.

```lean
/-- The full Coulomb matrix of the three sites is positive definite exactly when
`d > (√33 - 1) / 4`. -/
theorem siteRepulsion_posDef_iff (d : ℝ) :
    (siteRepulsion d).PosDef ↔ (√33 - 1) / 4 < d := by
  rw [siteRepulsion_eq_chain, chain_posDef_iff]
  constructor
  · rintro ⟨hd, _, h⟩
    have := (Real.sqrt_lt' (by linarith : 0 < 4 * d + 1)).2
      (by linarith : (33 : ℝ) < (4 * d + 1) ^ 2)
    linarith
  · intro h
    have h5 : (5 : ℝ) < √33 := (Real.lt_sqrt (by norm_num)).2 (by norm_num)
    have := (Real.sqrt_lt' (by linarith : 0 < 4 * d + 1)).1 (by linarith : √33 < 4 * d + 1)
    exact ⟨by linarith, by linarith, by linarith⟩

/-- With a cutoff of at least one spacing and less than two, the truncated matrix is positive
definite exactly when `d > √2`. -/
theorem truncatedRepulsion_posDef_iff (d : ℝ) {R : ℝ} (h1 : 1 ≤ R) (h2 : R < 2) :
    (truncatedRepulsion d R).PosDef ↔ √2 < d := by
  rw [truncatedRepulsion_eq_chain d h1 h2, chain_posDef_iff]
  constructor
  · rintro ⟨hd, _, h⟩
    exact (Real.sqrt_lt' hd).2 (by linarith)
  · intro h
    have hd : 0 < d := lt_of_le_of_lt (Real.sqrt_nonneg 2) h
    have := (Real.sqrt_lt' hd).1 h
    exact ⟨hd, hd, by linarith⟩
```

The explicit charges need only $(\sqrt2)^2=2$.

```lean
/-- With a cutoff of at least one spacing and less than two, the charges `(1, -√2, 1)` have
truncated self-repulsion `4 (d - √2)`. -/
theorem truncated_selfRepulsion_alternating (d : ℝ) {R : ℝ} (h1 : 1 ≤ R) (h2 : R < 2) :
    selfRepulsion (truncatedRepulsion d R) ![1, -√2, 1] = 4 * (d - √2) := by
  rw [truncatedRepulsion_eq_chain d h1 h2, selfRepulsion_chain]
  have hs : √2 ^ 2 = (2 : ℝ) := Real.sq_sqrt (by norm_num)
  change d * (1 ^ 2 + (-√2) ^ 2 + 1 ^ 2) + 2 * 1 * (-√2) * (1 + 1) + 2 * 0 * 1 * 1 = _
  linear_combination d * hs
```

The next theorem combines the full-matrix threshold with the sign of $4(d-\sqrt2)$, and the last one shows that its two conditions on `d` can be met.

```lean
/-- For `d` between `(√33 - 1) / 4` and `√2`, and a cutoff of at least one spacing and less
than two, the full matrix is positive definite while the charges `(1, -√2, 1)` have negative
truncated self-repulsion. -/
theorem truncation_creates_negative_selfRepulsion {d R : ℝ} (h1 : 1 ≤ R) (h2 : R < 2)
    (hlow : (√33 - 1) / 4 < d) (hhigh : d < √2) :
    (siteRepulsion d).PosDef ∧
      selfRepulsion (truncatedRepulsion d R) ![1, -√2, 1] < 0 := by
  refine ⟨(siteRepulsion_posDef_iff d).2 hlow, ?_⟩
  rw [truncated_selfRepulsion_alternating d h1 h2]
  linarith

/-- The number `(√33 - 1) / 4` is strictly less than `√2`. -/
theorem threshold_lt : (√33 - 1) / 4 < √2 := by
  have hs : √2 ^ 2 = (2 : ℝ) := Real.sq_sqrt (by norm_num)
  have hp : 0 < √2 := Real.sqrt_pos.2 (by norm_num)
  have := (Real.sqrt_lt' (by linarith : 0 < 4 * √2 + 1)).2
    (by nlinarith : (33 : ℝ) < (4 * √2 + 1) ^ 2)
  linarith

end

end SharpCoulombTruncation
```

```lean
#print axioms SharpCoulombTruncation.siteRepulsion_posDef_iff
-- 'SharpCoulombTruncation.siteRepulsion_posDef_iff' depends on axioms: [propext, Classical.choice, Quot.sound]
#print axioms SharpCoulombTruncation.truncatedRepulsion_posDef_iff
-- 'SharpCoulombTruncation.truncatedRepulsion_posDef_iff' depends on axioms: [propext, Classical.choice, Quot.sound]
#print axioms SharpCoulombTruncation.truncation_creates_negative_selfRepulsion
-- 'SharpCoulombTruncation.truncation_creates_negative_selfRepulsion' depends on axioms: [propext, Classical.choice, Quot.sound]
#print axioms SharpCoulombTruncation.threshold_lt
-- 'SharpCoulombTruncation.threshold_lt' depends on axioms: [propext, Classical.choice, Quot.sound]
```

## Weakening the end-to-end term

The chain criterion also handles an end-to-end repulsion that is reduced instead of deleted. For $v=1$ and $0\le w\le1$, solving $d^2+wd-2>0$ by hand gives the threshold

$$d>\frac{\sqrt{w^2+8}-w}{2}.$$

It rises continuously from $(\sqrt{33}-1)/4$ to $\sqrt2$ as $w$ falls from $1/2$ to 0, so partial damping already narrows the range of admissible $d$.
